# The Green's function of the infinite nearest-neighbour chain in closed form

Let \(t\) be a nonzero complex hopping amplitude. The Hamiltonian acts on functions \(\psi:\mathbb Z\to\mathbb C\) by
\[
(H\psi)_j=t(\psi_{j+1}+\psi_{j-1}),
\]
with on-site energy zero. For real \(t\) this is the usual Hermitian chain. For non-real \(t\) it is a non-Hermitian model, because both directions carry \(t\), whereas a Hermitian chain with complex hopping has \(t\) in one direction and \(\bar t\) in the other. A Green's function at complex energy \(z\), with its source at site 0, is a function \(G\) satisfying
\[
zG_j-(HG)_j=\delta_{j,0}\qquad\text{for all } j\in\mathbb Z .
\]
The sign convention is that of \((z-H)^{-1}\). The band is the set of energies \(2t\cos\theta\) with \(\theta\) real.

## Solving the chain by hand

Take \(l\neq0\) with \(l^2\neq1\), and set \(z=t(l+1/l)\) and \(D=t(1/l-l)\). Then \(D\neq0\), and the claim is that \(G_j=l^{|j|}/D\) is a Green's function. At the source,
\[
zG_0-t(G_1+G_{-1})=\frac{t(l+1/l)-2tl}{D}=1 .
\]
For \(j>0\),
\[
zG_j-t(G_{j+1}+G_{j-1})=\frac tD\left[(l+1/l)l^j-l^{j+1}-l^{j-1}\right]=0,
\]
and \(j<0\) follows by reflection. Moreover \(z^2-4t^2=t^2(1/l-l)^2=D^2\), so \((z^2-4t^2)G_0^2=1\).

Now let \(0<|l|<1\), which makes \(G\) bounded. The difference \(u\) of two bounded Green's functions is bounded and satisfies \((l+1/l)u_j=u_{j+1}+u_{j-1}\). Put \(w_j=u_{j+1}-lu_j\). Then
\[
w_{j+1}=u_{j+2}-lu_{j+1}=u_{j+1}/l-u_j=w_j/l ,
\]
so \(w_j=l^n w_{j+n}\) for every \(n\geq0\). Since \(w\) is bounded, letting \(n\to\infty\) gives \(w=0\). Hence \(u_j=lu_{j-1}=l^nu_{j-n}\), and \(u=0\) in the same way.

For given \(z\), the equation \(l^2-(z/t)l+1=0\) has two roots with product 1. Either one lies inside the unit circle, or both lie on it. In the second case \(l=e^{i\theta}\) and \(z=2t\cos\theta\). Off the band there is therefore exactly one bounded Green's function. On the band,
\[
\cos((j+1)\theta)+\cos((j-1)\theta)=2\cos\theta\cos(j\theta),
\]
so \(\cos(j\theta)\) solves the equation without source. If there is a bounded Green's function, adding \(\cos(j\theta)\) to it gives another, different at \(j=0\). So on the band there is never exactly one.

## The chain and its source equation in Lean

```lean
import Mathlib

open Filter Topology

namespace InfiniteChainGreen

noncomputable section
```

Sites are integers and amplitudes are complex numbers. `hop t ψ j` is \((H\psi)_j\).

```lean
/-- The hopping Hamiltonian of the infinite chain with amplitude `t` between neighbours. -/
def hop (t : ℂ) (ψ : ℤ → ℂ) (j : ℤ) : ℂ := t * (ψ (j + 1) + ψ (j - 1))
```

`IsGreen` is the source equation at every site. It imposes no boundedness or decay.

```lean
/-- `G` is a Green's function of the chain at energy `z`, with a unit source at site `0`. -/
def IsGreen (t z : ℂ) (G : ℤ → ℂ) : Prop :=
  ∀ j : ℤ, z * G j - hop t G j = if j = 0 then 1 else 0
```

In `green`, `j.natAbs` is \(|j|\) as a natural number.

```lean
/-- The closed form `l^|j| / (t (1/l - l))`, for `t ≠ 0`, `l ≠ 0` and `l² ≠ 1`. -/
def green (t l : ℂ) (j : ℤ) : ℂ := l ^ j.natAbs / (t * (l⁻¹ - l))
```

## Checking the closed form

The first lemma shows \(D\neq0\).

```lean
/-- The denominator of the closed form does not vanish if `t ≠ 0`, `l ≠ 0` and `l² ≠ 1`. -/
theorem denom_ne_zero {t l : ℂ} (ht : t ≠ 0) (hl : l ≠ 0) (hl2 : l ^ 2 ≠ 1) :
    t * (l⁻¹ - l) ≠ 0 := by
  refine mul_ne_zero ht fun h => hl2 ?_
  have h1 : l * l⁻¹ = 1 := mul_inv_cancel₀ hl
  linear_combination h1 - l * h
```

In the next proof, `key` is the calculation away from the source and `key0` the one at it. Both write `m` for \(1/l\). The three cases of `lt_trichotomy` are \(j<0\), \(j=0\) and \(j>0\). The theorem does not require \(|l|<1\), so it also covers growing solutions.

```lean
/-- For `t ≠ 0`, `l ≠ 0`, `l² ≠ 1` and `z = t (l + 1/l)`, the closed form is a Green's
function of the infinite chain at energy `z`. -/
theorem green_isGreen {t l z : ℂ} (ht : t ≠ 0) (hl : l ≠ 0) (hl2 : l ^ 2 ≠ 1)
    (hz : z = t * (l + l⁻¹)) : IsGreen t z (green t l) := by
  subst hz
  -- the equation away from the source
  have key : ∀ (n : ℕ) (m c : ℂ), l * m = 1 →
      t * (l + m) * (l ^ (n + 1) / c) - t * (l ^ (n + 2) / c + l ^ n / c) = 0 := by
    intro n m c h
    linear_combination t * l ^ n / c * h
  -- the equation at the source
  have key0 : ∀ m c : ℂ, c ≠ 0 → c = t * (m - l) →
      t * (l + m) * (l ^ 0 / c) - t * (l ^ 1 / c + l ^ 1 / c) = 1 := by
    intro m c hc h
    have hcc : c * c⁻¹ = 1 := mul_inv_cancel₀ hc
    linear_combination hcc - c⁻¹ * h
  intro j
  rcases lt_trichotomy j 0 with hj | hj | hj
  · obtain ⟨n, rfl⟩ : ∃ n : ℕ, j = -((n : ℤ) + 1) := ⟨(-j - 1).toNat, by omega⟩
    have a : (-((n : ℤ) + 1)).natAbs = n + 1 := by omega
    have b : (-((n : ℤ) + 1) + 1).natAbs = n := by omega
    have c : (-((n : ℤ) + 1) - 1).natAbs = n + 2 := by omega
    rw [if_neg (show ¬ (-((n : ℤ) + 1) = 0) by omega)]
    simp only [hop, green, a, b, c]
    rw [add_comm (l ^ n / _)]
    exact key n _ _ (mul_inv_cancel₀ hl)
  · subst hj
    have a : (0 : ℤ).natAbs = 0 := rfl
    have b : ((0 : ℤ) + 1).natAbs = 1 := rfl
    have c : ((0 : ℤ) - 1).natAbs = 1 := rfl
    rw [if_pos rfl]
    simp only [hop, green, a, b, c]
    exact key0 _ _ (denom_ne_zero ht hl hl2) rfl
  · obtain ⟨n, rfl⟩ : ∃ n : ℕ, j = (n : ℤ) + 1 := ⟨(j - 1).toNat, by omega⟩
    have a : ((n : ℤ) + 1).natAbs = n + 1 := by omega
    have b : ((n : ℤ) + 1 + 1).natAbs = n + 2 := by omega
    have c : ((n : ℤ) + 1 - 1).natAbs = n := by omega
    rw [if_neg (show ¬ ((n : ℤ) + 1 = 0) by omega)]
    simp only [hop, green, a, b, c]
    exact key n _ _ (mul_inv_cancel₀ hl)
```

The on-site identity fixes \(G_0\) only up to sign; the choice of \(l\) selects the sign.

```lean
/-- The on-site element obeys `(z² - 4t²) G₀² = 1` when `t ≠ 0`, `l ≠ 0`, `l² ≠ 1` and
`z = t (l + 1/l)`. -/
theorem green_onsite_sq {t l z : ℂ} (ht : t ≠ 0) (hl : l ≠ 0) (hl2 : l ^ 2 ≠ 1)
    (hz : z = t * (l + l⁻¹)) : (z ^ 2 - 4 * t ^ 2) * green t l 0 ^ 2 = 1 := by
  have h1 : l * l⁻¹ = 1 := mul_inv_cancel₀ hl
  have h : (t * (l + l⁻¹)) ^ 2 - 4 * t ^ 2 = (t * (l⁻¹ - l)) ^ 2 := by
    linear_combination 4 * t ^ 2 * h1
  rw [green, Int.natAbs_zero, pow_zero, hz, h, div_pow, one_pow]
  exact mul_one_div_cancel (pow_ne_zero 2 (denom_ne_zero ht hl hl2))
```

## Boundedness selects one solution

The iteration used twice by hand is a single lemma with a shift `s`.

```lean
/-- A bounded amplitude that equals `l` times its value `s` sites further on, at every site
and with `|l| < 1`, vanishes. -/
theorem eq_zero_of_contracting {l : ℂ} (hl1 : ‖l‖ < 1) {f : ℤ → ℂ} {C : ℝ}
    (hC : ∀ j, ‖f j‖ ≤ C) (s : ℤ) (h : ∀ j, f j = l * f (j + s)) (j : ℤ) : f j = 0 := by
  have hn : ∀ n : ℕ, ∀ j, ‖f j‖ ≤ ‖l‖ ^ n * C := by
    intro n
    induction n with
    | zero => intro j; simpa using hC j
    | succ n ih =>
      intro j
      rw [h j, norm_mul]
      calc ‖l‖ * ‖f (j + s)‖ ≤ ‖l‖ * (‖l‖ ^ n * C) :=
            mul_le_mul_of_nonneg_left (ih _) (norm_nonneg _)
        _ = ‖l‖ ^ (n + 1) * C := by ring
  have lim : Tendsto (fun n : ℕ => ‖l‖ ^ n * C) atTop (𝓝 0) := by
    simpa using (tendsto_pow_atTop_nhds_zero_of_lt_one (norm_nonneg l) hl1).mul_const C
  exact norm_le_zero_iff.mp (ge_of_tendsto' lim fun n => hn n j)
```

It is applied to \(w\) with shift \(1\), then to \(u\) with shift \(-1\). The hypothesis `hg`, that the closed form is a Green's function, is supplied by `green_isGreen`, since \(|l|<1\) implies \(l^2\neq1\).

```lean
/-- For `t ≠ 0`, `0 < |l| < 1` and `z = t (l + 1/l)`, if the closed form is a Green's function at
energy `z`, then every bounded Green's function at that energy equals it. -/
theorem eq_green_of_bounded {t l z : ℂ} (ht : t ≠ 0) (hl : l ≠ 0) (hl1 : ‖l‖ < 1)
    (hz : z = t * (l + l⁻¹)) {G : ℤ → ℂ} (hG : IsGreen t z G)
    (hb : ∃ C : ℝ, ∀ j, ‖G j‖ ≤ C) (hg : IsGreen t z (green t l)) : G = green t l := by
  obtain ⟨C, hC⟩ := hb
  have hgb : ∀ j, ‖green t l j‖ ≤ ‖t * (l⁻¹ - l)‖⁻¹ := fun j => by
    rw [green, norm_div, norm_pow, div_eq_mul_inv]
    exact mul_le_of_le_one_left (inv_nonneg.mpr (norm_nonneg _))
      (pow_le_one₀ (norm_nonneg _) hl1.le)
  -- the difference u solves the equation without source
  obtain ⟨u, hu⟩ : ∃ u : ℤ → ℂ, ∀ j, u j = G j - green t l j := ⟨_, fun _ => rfl⟩
  obtain ⟨K, hK⟩ : ∃ K : ℝ, ∀ j, ‖u j‖ ≤ K := ⟨C + ‖t * (l⁻¹ - l)‖⁻¹, fun j => by
    rw [hu]; exact (norm_sub_le _ _).trans (add_le_add (hC j) (hgb j))⟩
  have hrec : ∀ j, (l + l⁻¹) * u j = u (j + 1) + u (j - 1) := fun j => by
    apply mul_left_cancel₀ ht
    have a := hG j
    have b := hg j
    simp only [hop] at a b
    rw [hu, hu, hu]
    linear_combination a - b - (G j - green t l j) * hz
  have h1 : l * l⁻¹ = 1 := mul_inv_cancel₀ hl
  -- the growing part of u vanishes
  have hw : ∀ j, u (j + 1) - l * u j = 0 := by
    refine eq_zero_of_contracting (f := fun j => u (j + 1) - l * u j) hl1
      (C := K + ‖l‖ * K) (fun j => ?_) 1 (fun j => ?_)
    · refine (norm_sub_le _ _).trans (add_le_add (hK _) ?_)
      rw [norm_mul]
      exact mul_le_mul_of_nonneg_left (hK j) (norm_nonneg _)
    · have r := hrec (j + 1)
      rw [add_sub_cancel_right] at r
      linear_combination l * r - u (j + 1) * h1
  -- and so does the rest, by going to the left
  have hu0 : ∀ j, u j = 0 := eq_zero_of_contracting hl1 hK (-1) fun j => by
    have r := hw (j - 1)
    rw [sub_add_cancel] at r
    rw [← sub_eq_add_neg]
    linear_combination r
  funext j
  exact sub_eq_zero.mp ((hu j).symm.trans (hu0 j))
```

## Exactly one bounded solution off the band, and only there

The quadratic is solved with a complex square root `s`, and the cases are \(|l|\) below, equal to or above 1. In the last case \(1/l\) is taken.

```lean
/-- If `t ≠ 0` and `z` is off the band `2t cos θ`, then `z = t (l + 1/l)` for some `l` with
`0 < |l| < 1`. -/
theorem exists_decay_factor {t z : ℂ} (ht : t ≠ 0)
    (h : ∀ θ : ℝ, z ≠ 2 * t * (Real.cos θ : ℂ)) :
    ∃ l : ℂ, l ≠ 0 ∧ ‖l‖ < 1 ∧ z = t * (l + l⁻¹) := by
  obtain ⟨s, hs⟩ := IsAlgClosed.exists_pow_nat_eq ((z / t) ^ 2 - 4) (n := 2) (by norm_num)
  have hzt : t * (z / t) = z := by field_simp
  -- two roots with product one
  obtain ⟨l, m, hlm, hsum⟩ : ∃ l m : ℂ, l * m = 1 ∧ z = t * (l + m) :=
    ⟨(z / t + s) / 2, (z / t - s) / 2, by linear_combination -hs / 4,
      by linear_combination -hzt⟩
  have hl : l ≠ 0 := left_ne_zero_of_mul_eq_one hlm
  obtain rfl : m = l⁻¹ := eq_inv_of_mul_eq_one_right hlm
  rcases lt_trichotomy ‖l‖ 1 with h1 | h1 | h1
  · exact ⟨l, hl, h1, hsum⟩
  · refine absurd ?_ (h l.arg)
    rw [hsum, Complex.inv_eq_conj h1, Complex.add_conj, Complex.cos_arg hl, h1, div_one]
    push_cast
    ring
  · refine ⟨l⁻¹, inv_ne_zero hl, ?_, ?_⟩
    · rw [norm_inv]
      exact inv_lt_one_of_one_lt₀ h1
    · rw [inv_inv, add_comm]
      exact hsum
```

The standing wave comes from the addition formulas for the cosine.

```lean
/-- The standing wave `cos (jθ)` is a solution without source at energy `2t cos θ`. -/
theorem standing_wave (t : ℂ) (θ : ℝ) (j : ℤ) :
    2 * t * (Real.cos θ : ℂ) * (Real.cos (j * θ) : ℂ)
      = hop t (fun k : ℤ => (Real.cos (k * θ) : ℂ)) j := by
  have h : Real.cos (((j + 1 : ℤ) : ℝ) * θ) + Real.cos (((j - 1 : ℤ) : ℝ) * θ)
      = 2 * Real.cos θ * Real.cos (j * θ) := by
    push_cast
    rw [add_mul, sub_mul, one_mul, Real.cos_add, Real.cos_sub]
    ring
  have h' := congrArg (fun x : ℝ => (x : ℂ)) h
  simp only [Complex.ofReal_add, Complex.ofReal_mul, Complex.ofReal_ofNat] at h'
  simp only [hop]
  linear_combination -t * h'
```

The final theorem combines these results. On the band it denies that there is exactly one bounded Green's function, without deciding whether there are none or several.

```lean
/-- For `t ≠ 0`, the chain has exactly one bounded Green's function at energy `z` if and only
if `z` is off the band `2t cos θ`, `θ` real. -/
theorem existsUnique_bounded_iff {t z : ℂ} (ht : t ≠ 0) :
    (∃! G : ℤ → ℂ, IsGreen t z G ∧ ∃ C : ℝ, ∀ j, ‖G j‖ ≤ C) ↔
      ∀ θ : ℝ, z ≠ 2 * t * (Real.cos θ : ℂ) := by
  constructor
  · -- on the band a standing wave can be added
    rintro ⟨G, ⟨hG, C, hC⟩, huniq⟩ θ hθ
    have e := huniq (fun j : ℤ => G j + (Real.cos (j * θ) : ℂ)) ⟨fun j => by
      have a := hG j
      have b := standing_wave t θ j
      simp only [hop] at a b ⊢
      linear_combination a + b + (Real.cos (j * θ) : ℂ) * hθ, C + 1, fun j => by
      refine (norm_add_le _ _).trans (add_le_add (hC j) ?_)
      rw [Complex.norm_real, Real.norm_eq_abs]
      exact Real.abs_cos_le_one _⟩
    have e0 := congrFun e 0
    simp at e0
  · intro h
    obtain ⟨l, hl, hl1, hz⟩ := exists_decay_factor ht h
    have hl2 : l ^ 2 ≠ 1 := fun h2 => by
      have h3 := congrArg norm h2
      rw [norm_pow, norm_one] at h3
      nlinarith [norm_nonneg l]
    have hg := green_isGreen ht hl hl2 hz
    refine ⟨green t l, ⟨hg, ‖t * (l⁻¹ - l)‖⁻¹, fun j => ?_⟩,
      fun G hG => eq_green_of_bounded ht hl hl1 hz hG.1 hG.2 hg⟩
    rw [green, norm_div, norm_pow, div_eq_mul_inv]
    exact mul_le_of_le_one_left (inv_nonneg.mpr (norm_nonneg _))
      (pow_le_one₀ (norm_nonneg _) hl1.le)

end

end InfiniteChainGreen
```

```lean
#print axioms InfiniteChainGreen.green_isGreen
#print axioms InfiniteChainGreen.green_onsite_sq
#print axioms InfiniteChainGreen.existsUnique_bounded_iff
```

```
'InfiniteChainGreen.green_isGreen' depends on axioms: [propext, Classical.choice, Quot.sound]
'InfiniteChainGreen.green_onsite_sq' depends on axioms: [propext, Classical.choice, Quot.sound]
'InfiniteChainGreen.existsUnique_bounded_iff' depends on axioms: [propext, Classical.choice, Quot.sound]
```

## Numerical use and an operator formulation

For a non-interacting chain with one orbital per site and real \(t\), the local density of states per spin at broadening \(\eta>0\) is \(-\operatorname{Im}G_0/\pi\) at \(z=E+i\eta\). A code can compute both roots of \(l^2-(z/t)l+1=0\), keep the one of smaller modulus and evaluate \(G_0=1/(t(1/l-l))\). This settles the sign of \(\sqrt{z^2-4t^2}\) without a branch convention.

Another model takes \(H\) as a bounded operator on \(\ell^2(\mathbb Z)\) and \(G\) as \((z-H)^{-1}\) applied to the unit vector at site 0. Square summability then replaces the explicit boundedness condition, and the band appears as the spectrum of \(H\). The standing waves are not square summable, so the argument on the band would have to change.
